# An exponential error bound between Ehrenfest mean values and a Newton trajectory, for a Lipschitz force and a bounded force defect

The quantum state enters here through its mean position $x(t)$, its mean momentum $p(t)$ and the position distribution that determines the mean force, all treated as given functions of time. That the means satisfy Ehrenfest's equations is a hypothesis; no wave function or Schrödinger equation appears. What remains is a comparison of two trajectories driven by slightly different forces.

## Mean force and force at the mean

For a particle of unit mass in a force field $F$, Ehrenfest's equations read
$$x' = p,\qquad p' = g(t),$$
where $g(t)$ is the average of $F$ over the position distribution at time $t$. A classical particle with position $X$ and momentum $P$ obeys
$$X' = P,\qquad P' = F(X).$$

The mean of the force is in general not the force at the mean. The defect $e(t) = g(t) - F(x(t))$ measures the difference, and $c$ denotes a bound on it: $|e(t)|\le c$ for all $t\ge 0$. The force is assumed Lipschitz with constant $L$, so $|F(y)-F(z)|\le L|y-z|$: its gradient is bounded, as for a harmonic force but not for a quartic potential or a bare Coulomb force.

Set $K=\max(1,L)$. With equal initial data, for every $t\ge0$,
$$|x(t)-X(t)|\ \text{ and }\ |p(t)-P(t)|\ \text{ are at most }\ \frac{c}{K}\bigl(\exp(Kt)-1\bigr).$$

Positions and momenta are compared on one scale, so the variables are dimensionless. The 1 in $K$ comes from the equation $x'=p$.

When a classical trajectory stands in for the mean motion of a nucleus, as it can in molecular dynamics, this gives an upper bound on the error made by replacing the mean force with the force at the mean, provided the force is globally Lipschitz and a bound $c$ on the defect is known.

## Grönwall's inequality in phase space

Let $D=(x-X,\;p-P)$, with $|D|$ the larger of the two absolute values, and suppose $|D(0)|\le\delta$. The derivative is $D'=(p-P,\;g-F(X))$. Its first component satisfies $|p-P|\le|D|\le K|D|+c$. For the second,
$$|g-F(X)|\le|g-F(x)|+|F(x)-F(X)|\le c+L|x-X|\le c+K|D|.$$
Hence $|D'|\le K|D|+c$.

For continuous $e$, integration gives $|D(t)|\le R(t)$ with
$$R(t)=\delta+\int_0^t\bigl(K|D(s)|+c\bigr)\,ds.$$
Then $R'=K|D|+c\le KR+c$, so $(\exp(-Kt)R)'\le c\exp(-Kt)$. Integrating from $0$ to $t$ and multiplying by $\exp(Kt)$,
$$|D(t)|\le\delta\exp(Kt)+\frac cK\bigl(\exp(Kt)-1\bigr).$$
Equal initial data means $\delta=0$.

## The defect of a packet of finite width

On the line, let $\mu$ be the position distribution and $m$ a point with $\int(y-m)^2\,d\mu\le\sigma^2$, where $\sigma>0$. Expanding $(|y-m|-\sigma)^2\ge0$ gives
$$|y-m|\le\frac{(y-m)^2}{2\sigma}+\frac\sigma2 .$$
Multiplying by $L$ and integrating,
$$\left|\int F\,d\mu-F(m)\right|\le L\int|y-m|\,d\mu\le L\left(\frac\sigma2+\frac\sigma2\right)=L\sigma .$$
If one $\sigma$ bounds the width in this way for all $t\ge0$, with $m$ the mean position at each time, the trajectory bound holds with $c=L\sigma$.

For an affine force, $\int(a+by)\,d\mu=a+bm$. The defect is zero, and the mean values follow the Newton trajectory with the same initial data exactly, however wide the packet.

## Uniform force, unstable force and a numerical case

If $L=0$, the force is uniform and $K=1$. Averaging a uniform force over a packet gives no defect, so let an extra force $e$ with $|e|\le c$ be imposed by hand. For equal initial data, direct integration gives $|p-P|\le ct$ and $|x-X|\le ct^2/2$, both smaller than the general bound $c(\exp(t)-1)$ for $t>0$ and $c>0$. The exponential is then an artefact of treating both components together.

The initial-mismatch term, by contrast, is attained. For the inverted oscillator $F(y)=y$ and $\delta\ge0$, both $x=p=\delta\exp(t)$ and $X=P=0$ are Newton trajectories, and $K=1$. They separate exactly as $\delta\exp(Kt)$.

For numbers, take $F(y)=y$, a prescribed constant extra force $e=0.1$, and both trajectories starting at rest at the origin. This illustrates the trajectory comparison only: the extra force is imposed by hand, since averaging this affine $F$ over a packet gives no defect. The classical particle stays there, while
$$x(t)=0.1(\cosh t-1),\qquad p(t)=0.1\sinh t .$$
At $t=1$ the errors are about $0.054$ in position and $0.118$ in momentum; the bound is $0.1(\exp(1)-1)\approx0.172$.

## How the Lean statements express the physics

`ObeysForce g x p` contains the two equations of motion for $t\ge0$. Its derivatives are taken within `Ici 0`, the half-line $[0,\infty)$, so the derivative at $t=0$ is one-sided. `IsNewton F X P` is the same structure with force $F(X(t))$. `growthRate L` is $K$, and the type `ℝ≥0` makes $L$ nonnegative. In every theorem about a general force `F`, the hypothesis `hF` says that `F` is Lipschitz with constant $L$; the docstrings take this as understood. `affine_force_exact` needs no such hypothesis, but it assumes in `hi` that the position distribution has a finite mean.

The main theorem is `ehrenfest_newton_error_le`. Its positions, momenta and forces lie in any real normed space `E`; for `E = ℝ` the norm is the absolute value. The hypothesis `he` bounds $e$, which need not be continuous. The conclusion joins the position and momentum estimates by `∧`. Both trajectories are supplied as data, so their existence is not part of the claim.

In `packet_error_le`, `μ t` is a probability measure on the line, standing for the quantum position density, and `meanPosition` is its first moment. The momentum `p` is a function linked to the distribution only through the equations of motion. The width bound `hv` is assumed for all $t\ge0$, which excludes a packet that spreads without limit.

```lean
import Mathlib

open MeasureTheory Set
open scoped NNReal

namespace EhrenfestNewton

noncomputable section

variable {E : Type*} [NormedAddCommGroup E] [NormedSpace ℝ E]

/-- Position `x` and momentum `p` of a unit mass obey `x' = p` and `p' = g(t)` for all
times `t ≥ 0`. -/
structure ObeysForce (g x p : ℝ → E) : Prop where
  position : ∀ t, 0 ≤ t → HasDerivWithinAt x (p t) (Ici 0) t
  momentum : ∀ t, 0 ≤ t → HasDerivWithinAt p (g t) (Ici 0) t

/-- A Newton trajectory: the force is the field `F` evaluated at the current position. -/
def IsNewton (F : E → E) (X P : ℝ → E) : Prop :=
  ObeysForce (fun t => F (X t)) X P

/-- The rate `K = max(1, L)` for a force field with Lipschitz constant `L`. -/
def growthRate (L : ℝ≥0) : ℝ := max 1 (L : ℝ)

/-- The mean position of a distribution on the line. -/
def meanPosition (μ : Measure ℝ) : ℝ := ∫ y, y ∂μ

/-- If the actual force differs from `F(x)` by at most `c` and the initial data differ by at
most `δ`, then the errors in position and momentum are at most
`δ exp(Kt) + (c/K)(exp(Kt) - 1)`. -/
theorem error_le_of_initial_mismatch {F : E → E} {L : ℝ≥0} (hF : LipschitzWith L F)
    {g x p X P : ℝ → E} {c δ : ℝ} (h : ObeysForce g x p) (hN : IsNewton F X P)
    (hc : ∀ t, 0 ≤ t → ‖g t - F (x t)‖ ≤ c)
    (hx : ‖x 0 - X 0‖ ≤ δ) (hp : ‖p 0 - P 0‖ ≤ δ) {t : ℝ} (ht : 0 ≤ t) :
    ‖x t - X t‖ ≤ δ * Real.exp (growthRate L * t)
        + c / growthRate L * (Real.exp (growthRate L * t) - 1) ∧
    ‖p t - P t‖ ≤ δ * Real.exp (growthRate L * t)
        + c / growthRate L * (Real.exp (growthRate L * t) - 1) := by
  have hK1 : 1 ≤ growthRate L := le_max_left _ _
  have hKL : (L : ℝ) ≤ growthRate L := le_max_right _ _
  have hK0 : growthRate L ≠ 0 := by linarith
  have hc0 : 0 ≤ c := (norm_nonneg _).trans (hc 0 le_rfl)
  -- the difference of the two phase-space points and its derivative
  have hd : ∀ s, 0 ≤ s → HasDerivWithinAt (fun s => (x s - X s, p s - P s))
      (p s - P s, g s - F (X s)) (Ici 0) s := fun s hs =>
    ((h.position s hs).sub (hN.position s hs)).prodMk
      ((h.momentum s hs).sub (hN.momentum s hs))
  -- the differential inequality in the maximum norm
  have hb : ∀ s ∈ Ico (0 : ℝ) t, ‖(p s - P s, g s - F (X s))‖
      ≤ growthRate L * ‖(x s - X s, p s - P s)‖ + c := by
    intro s hs
    have h1 : ‖x s - X s‖ ≤ ‖(x s - X s, p s - P s)‖ := norm_fst_le (x s - X s, p s - P s)
    have h2 : ‖p s - P s‖ ≤ ‖(x s - X s, p s - P s)‖ := norm_snd_le (x s - X s, p s - P s)
    have h0 : 0 ≤ ‖(x s - X s, p s - P s)‖ := norm_nonneg _
    have h3 : ‖F (x s) - F (X s)‖ ≤ L * ‖x s - X s‖ := by
      rw [← dist_eq_norm, ← dist_eq_norm]
      exact hF.dist_le_mul _ _
    have h4 : (L : ℝ) * ‖x s - X s‖ ≤ growthRate L * ‖(x s - X s, p s - P s)‖ :=
      mul_le_mul hKL h1 (norm_nonneg _) (by linarith)
    have h5 : ‖g s - F (X s)‖ ≤ ‖g s - F (x s)‖ + ‖F (x s) - F (X s)‖ :=
      norm_sub_le_norm_sub_add_norm_sub _ _ _
    have h6 := hc s hs.1
    refine norm_prod_le_iff.2 ⟨?_, ?_⟩
    · show ‖p s - P s‖ ≤ _
      nlinarith
    · show ‖g s - F (X s)‖ ≤ _
      linarith
  -- Grönwall's inequality
  have key := norm_le_gronwallBound_of_norm_deriv_right_le
    (fun s hs => ((hd s hs.1).continuousWithinAt).mono (fun r hr => hr.1))
    (fun s hs => (hd s hs.1).mono (Ici_subset_Ici.2 hs.1))
    (norm_prod_le_iff.2 ⟨hx, hp⟩) hb t ⟨ht, le_rfl⟩
  simp only [gronwallBound_of_K_ne_0 hK0, sub_zero] at key
  exact norm_prod_le_iff.1 key

/-- Ehrenfest versus Newton: if `p' = F(x) + e(t)` with `‖e‖ ≤ c` and the initial data agree,
then the errors in position and momentum are at most `(c/K)(exp(Kt) - 1)`. -/
theorem ehrenfest_newton_error_le {F : E → E} {L : ℝ≥0} (hF : LipschitzWith L F)
    {e x p X P : ℝ → E} {c : ℝ} (h : ObeysForce (fun t => F (x t) + e t) x p)
    (hN : IsNewton F X P) (he : ∀ t, 0 ≤ t → ‖e t‖ ≤ c)
    (hx : x 0 = X 0) (hp : p 0 = P 0) {t : ℝ} (ht : 0 ≤ t) :
    ‖x t - X t‖ ≤ c / growthRate L * (Real.exp (growthRate L * t) - 1) ∧
    ‖p t - P t‖ ≤ c / growthRate L * (Real.exp (growthRate L * t) - 1) := by
  have := error_le_of_initial_mismatch hF (c := c) (δ := 0) h hN
    (fun s hs => by simpa using he s hs) (by simp [hx]) (by simp [hp]) ht
  simpa only [zero_mul, zero_add] using this

/-- For a position distribution with root-mean-square deviation at most `σ` from a point `m`,
the mean force differs from the force at `m` by at most `L σ`. -/
theorem mean_force_defect_le {F : ℝ → ℝ} {L : ℝ≥0} (hF : LipschitzWith L F)
    (μ : Measure ℝ) [IsProbabilityMeasure μ] {m σ : ℝ} (hσ : 0 < σ)
    (hi : Integrable (fun y => (y - m) ^ 2) μ) (hv : ∫ y, (y - m) ^ 2 ∂μ ≤ σ ^ 2) :
    ‖(∫ y, F y ∂μ) - F m‖ ≤ L * σ := by
  have hL : (0 : ℝ) ≤ L := L.2
  -- a quadratic majorant of the force difference
  have hpt : ∀ y, ‖F y - F m‖ ≤ L / (2 * σ) * (y - m) ^ 2 + L * σ / 2 := by
    intro y
    have h1 : ‖F y - F m‖ ≤ L * |y - m| := by
      rw [← dist_eq_norm, ← Real.dist_eq]
      exact hF.dist_le_mul _ _
    have h2 : L / (2 * σ) * (y - m) ^ 2 + L * σ / 2 - L * |y - m|
        = L * (|y - m| - σ) ^ 2 / (2 * σ) := by
      rw [← sq_abs (y - m)]
      field_simp
      ring
    have h3 : 0 ≤ L * (|y - m| - σ) ^ 2 / (2 * σ) := by positivity
    linarith
  have hG1 : Integrable (fun y => L / (2 * σ) * (y - m) ^ 2) μ := hi.const_mul _
  have hG : Integrable (fun y => L / (2 * σ) * (y - m) ^ 2 + L * σ / 2) μ :=
    hG1.add (integrable_const _)
  have hD : Integrable (fun y => F y - F m) μ :=
    hG.mono' (hF.continuous.sub continuous_const).aestronglyMeasurable
      (Filter.Eventually.of_forall hpt)
  have hFi : Integrable F μ :=
    (hD.add (integrable_const (F m))).congr (Filter.Eventually.of_forall fun y => by simp)
  have hsplit : (∫ y, F y ∂μ) - F m = ∫ y, (F y - F m) ∂μ := by
    rw [integral_sub hFi (integrable_const _)]
    simp
  have hint : ∫ y, (L / (2 * σ) * (y - m) ^ 2 + L * σ / 2) ∂μ
      = L / (2 * σ) * (∫ y, (y - m) ^ 2 ∂μ) + L * σ / 2 := by
    rw [integral_add hG1 (integrable_const _), integral_const_mul]
    simp
  have hle : L / (2 * σ) * (∫ y, (y - m) ^ 2 ∂μ) ≤ L / (2 * σ) * σ ^ 2 :=
    mul_le_mul_of_nonneg_left hv (by positivity)
  have heq : L / (2 * σ) * σ ^ 2 = L * σ / 2 := by
    field_simp
  rw [hsplit]
  have := norm_integral_le_of_norm_le hG (Filter.Eventually.of_forall hpt)
  linarith

/-- If Ehrenfest's equations hold and the position distribution keeps a standard deviation of at
most `σ`, the mean position and momentum stay within `(Lσ/K)(exp(Kt) - 1)` of the Newton trajectory
with the same initial data. -/
theorem packet_error_le {F : ℝ → ℝ} {L : ℝ≥0} (hF : LipschitzWith L F)
    {μ : ℝ → Measure ℝ} [∀ t, IsProbabilityMeasure (μ t)] {p X P : ℝ → ℝ} {σ : ℝ} (hσ : 0 < σ)
    (hi : ∀ t, 0 ≤ t → Integrable (fun y => (y - meanPosition (μ t)) ^ 2) (μ t))
    (hv : ∀ t, 0 ≤ t → ∫ y, (y - meanPosition (μ t)) ^ 2 ∂(μ t) ≤ σ ^ 2)
    (h : ObeysForce (fun t => ∫ y, F y ∂(μ t)) (fun t => meanPosition (μ t)) p)
    (hN : IsNewton F X P) (hx : meanPosition (μ 0) = X 0) (hp : p 0 = P 0)
    {t : ℝ} (ht : 0 ≤ t) :
    ‖meanPosition (μ t) - X t‖
      ≤ L * σ / growthRate L * (Real.exp (growthRate L * t) - 1) ∧
    ‖p t - P t‖ ≤ L * σ / growthRate L * (Real.exp (growthRate L * t) - 1) := by
  have := error_le_of_initial_mismatch hF (c := L * σ) (δ := 0) h hN
    (fun s hs => mean_force_defect_le hF (μ s) hσ (hi s hs) (hv s hs))
    (by simp [hx]) (by simp [hp]) ht
  simpa only [zero_mul, zero_add] using this

/-- For a force `a + b y` affine in position, a mean position and momentum that obey Ehrenfest's
equations follow the Newton trajectory with the same initial data exactly. -/
theorem affine_force_exact (a b : ℝ) {μ : ℝ → Measure ℝ} [∀ t, IsProbabilityMeasure (μ t)]
    {p X P : ℝ → ℝ} (hi : ∀ t, 0 ≤ t → Integrable (fun y => y) (μ t))
    (h : ObeysForce (fun t => ∫ y, (a + b * y) ∂(μ t)) (fun t => meanPosition (μ t)) p)
    (hN : IsNewton (fun y => a + b * y) X P)
    (hx : meanPosition (μ 0) = X 0) (hp : p 0 = P 0) {t : ℝ} (ht : 0 ≤ t) :
    meanPosition (μ t) = X t ∧ p t = P t := by
  have hF : LipschitzWith ‖b‖₊ (fun y : ℝ => a + b * y) :=
    LipschitzWith.of_dist_le_mul fun y z => by
      rw [dist_eq_norm, dist_eq_norm, coe_nnnorm, ← norm_mul]
      exact le_of_eq (congrArg _ (by ring))
  -- the mean of an affine force is the force at the mean
  have hc : ∀ s, 0 ≤ s →
      ‖(∫ y, (a + b * y) ∂(μ s)) - (a + b * meanPosition (μ s))‖ ≤ 0 := by
    intro s hs
    rw [integral_add (integrable_const _) ((hi s hs).const_mul b), integral_const_mul]
    simp [meanPosition]
  have := error_le_of_initial_mismatch hF (c := 0) (δ := 0) h hN hc
    (by simp [hx]) (by simp [hp]) ht
  simp only [zero_mul, zero_div, add_zero] at this
  exact ⟨sub_eq_zero.1 (norm_le_zero_iff.1 this.1), sub_eq_zero.1 (norm_le_zero_iff.1 this.2)⟩

/-- In the inverted oscillator `F(y) = y`, the trajectory `x = p = δ exp(t)` and the resting
trajectory at the origin are both Newtonian, and their distance equals `δ exp(Kt)`. -/
theorem inverted_oscillator_saturates {δ : ℝ} (hδ : 0 ≤ δ) :
    IsNewton (fun y : ℝ => y) (fun t => δ * Real.exp t) (fun t => δ * Real.exp t) ∧
    IsNewton (fun y : ℝ => y) (fun _ => 0) (fun _ => 0) ∧
    ∀ t : ℝ, ‖δ * Real.exp t - 0‖ = δ * Real.exp (growthRate 1 * t) := by
  have h1 : ∀ t : ℝ, HasDerivWithinAt (fun t => δ * Real.exp t) (δ * Real.exp t) (Ici 0) t :=
    fun t => ((Real.hasDerivAt_exp t).const_mul δ).hasDerivWithinAt
  have h2 : ∀ t : ℝ, HasDerivWithinAt (fun _ : ℝ => (0 : ℝ)) 0 (Ici 0) t :=
    fun t => hasDerivWithinAt_const t _ _
  refine ⟨⟨fun t _ => h1 t, fun t _ => h1 t⟩, ⟨fun t _ => h2 t, fun t _ => h2 t⟩, fun t => ?_⟩
  have hK : growthRate 1 = 1 := by simp [growthRate]
  rw [hK, one_mul, sub_zero, Real.norm_of_nonneg (mul_nonneg hδ (Real.exp_pos t).le)]

end

end EhrenfestNewton
```

```lean
#print axioms EhrenfestNewton.ehrenfest_newton_error_le
#print axioms EhrenfestNewton.packet_error_le
#print axioms EhrenfestNewton.affine_force_exact
#print axioms EhrenfestNewton.inverted_oscillator_saturates
```

```
'EhrenfestNewton.ehrenfest_newton_error_le' depends on axioms: [propext, Classical.choice, Quot.sound]
'EhrenfestNewton.packet_error_le' depends on axioms: [propext, Classical.choice, Quot.sound]
'EhrenfestNewton.affine_force_exact' depends on axioms: [propext, Classical.choice, Quot.sound]
'EhrenfestNewton.inverted_oscillator_saturates' depends on axioms: [propext, Classical.choice, Quot.sound]
```

## From the differential inequality to the trajectory bounds

`error_le_of_initial_mismatch` carries the main argument. The step `hd` differentiates the pair $D$, and `hb` establishes $|D'|\le K|D|+c$. Within `hb`, `h3` is the Lipschitz estimate, `h4` replaces $L|x-X|$ by $K|D|$, and `h5` is the triangle inequality. Lean's norm on a product is the maximum norm, so `norm_prod_le_iff` splits the claim into its two components. The position component uses $K\ge1$, a product estimate that `nlinarith` finds; the momentum component is linear in the collected inequalities.

The step `key` applies Mathlib's Grönwall lemma. That lemma needs a continuous $D$ and a bound on its right derivative, but no integral of $D'$, which is why continuity of $e$ is unnecessary. Since $K\ne0$, `gronwallBound_of_K_ne_0` yields the closed formula, and a final use of `norm_prod_le_iff` returns the two separate errors.

`ehrenfest_newton_error_le` sets $g=F(x)+e$ and $\delta=0$.

In `mean_force_defect_le`, `hpt` is the quadratic estimate from the completed square, multiplied by $L$. It also supplies the integrability of the force: $F(y)-F(m)$ is dominated by an integrable function (`hD`), and adding the constant $F(m)$ gives `hFi`. The step `hsplit` writes the defect as one integral, which is then bounded by the integral of the quadratic majorant.

`packet_error_le` inserts this estimate at each time, with $c=L\sigma$. `affine_force_exact` takes $|b|$ as the Lipschitz constant and proves in `hc` that the defect vanishes. The general bound then says that both errors have norm at most zero, so the trajectories coincide.

`inverted_oscillator_saturates` differentiates $\delta\exp(t)$ and the zero function to verify the equations of motion, then evaluates `growthRate 1` as 1. Position and momentum are the same function in this example, so one equality gives both separations.
